# A strong-coupling series in 1/U² whose coefficient ratios tend to R > 0 has its convergence threshold at U = √R

## Can Uc1 be read off the coefficients of a strong-coupling expansion?

Deep in the Mott phase of the half-filled Hubbard model, the electrons are localised and hopping is a small perturbation. In dynamical mean-field theory at zero temperature, the paramagnetic insulating solution can be followed down to a coupling Uc1, where it disappears. On a bipartite lattice the energy of this solution, after an overall factor is taken out, becomes a series in 1/U², with U measured in units of the hopping.

Suppose that its coefficients behave as a_n = C Rⁿ n^(−τ). I would then take R from the ratios a_(n+1)/a_n, take τ from the way in which the ratios approach R, and estimate Uc1 as √R, the coupling below which the series diverges. I'd like to see this made rigorous and checked by machine, including what happens exactly at U² = R.

## The ratios give √R, and τ decides the boundary

Yes, for the convergence threshold. Equating that threshold with Uc1 takes a physical assumption: the singularity that limits the series must be the one at which the insulating solution disappears.

Let C ≠ 0, R > 0 and τ be real. For n ≥ 1 the constant C cancels in the ratio of successive coefficients:

a_(n+1)/a_n = R ((n+1)/n)^(−τ) = R (1 + 1/n)^(−τ)

Since 1/n → 0, the ratio tends to R. For the exponent, divide by R and write f(x) = x^(−τ) and h = 1/n:

n (1 − a_(n+1)/(R a_n)) = n (1 − (1 + 1/n)^(−τ)) = −(f(1 + h) − f(1))/h

As h → 0 the right-hand side tends to −f′(1). Because f′(x) = −τ x^(−τ−1), this limit is τ.

Now take U > 0 and call the terms of the series t_n = a_n/U^(2n). Then

|t_(n+1)|/|t_n| = |a_(n+1)/a_n|/U² → R/U²

If U² > R, the limit is below 1 and the series converges by the ratio test. If U² < R, the limit is above 1, the terms eventually grow in magnitude, and the series diverges. Nothing here uses the power law beyond the limit of the ratios.

At U² = R the ratio test is silent, but the terms are explicit:

t_n = C Rⁿ n^(−τ)/Rⁿ = C n^(−τ)

Their sum converges exactly when τ > 1.

It remains to find the infimum of the couplings at which the series converges. Every such U satisfies U² ≥ R, so √R is a lower bound. If some b > √R were also a lower bound, the midpoint m = (√R + b)/2 would satisfy m² > R. The series would converge at m, although m < b, which is a contradiction. The infimum is therefore √R.

## What the Lean theorems say about the series

`coeff C R τ n` is the coefficient a_n, and `seriesTerm a U n` is the term a_n/U^(2n) for any real sequence `a`. The power law is meant for n ≥ 1. Lean's sum also includes n = 0, but a single term has no influence on convergence.

The main theorem, `power_law_threshold`, assumes `hC : C ≠ 0` and `hR : 0 < R`, and places no restriction on the real number `τ`. It has four parts:

- The coefficient ratios tend to R.
- The exponent estimator, formed with the exact R, tends to τ.
- For every U > 0, the series is summable if and only if U² > R, or U² = R and τ > 1.
- √R is the greatest lower bound of the positive couplings at which the series is summable.

`Tendsto … atTop (𝓝 R)` is the usual limit n → ∞. `Summable` means absolute convergence for a real series. This agrees with ordinary convergence here, because ratios with a positive limit force the coefficients to have a fixed sign at high order. `IsGLB` expresses the infimum and leaves open whether √R itself belongs to the set; the third part settles that through τ.

Two theorems are more general. `convergence_of_ratio` and `threshold_of_ratio` assume of the coefficients only that they are real and that their ratios tend to some R > 0. The first is stated for a coupling U > 0, which its docstring leaves out.

The Hubbard Hamiltonian does not appear in the file, and the behaviour of the coefficients is a hypothesis. The exact power law idealises the physical expectation that a single power-law singularity at positive 1/U² controls the high orders, which would give such a law only asymptotically. For simulation practice, the result says that the ratios of an infinite coefficient sequence with this behaviour determine the convergence threshold, which estimates Uc1 under the physical assumption stated above; when the power law holds only asymptotically, a finite list of computed coefficients does not fix the limit.

```lean
import Mathlib

open Filter Topology

namespace MottSeriesThreshold

noncomputable section

/-- Power-law coefficients `C R^n n^(-τ)` of a strong-coupling expansion, meant for orders
`n ≥ 1`. -/
def coeff (C R τ : ℝ) (n : ℕ) : ℝ := C * R ^ n * (n : ℝ) ^ (-τ)

/-- The order-`n` term `a_n / U^(2n)` of an expansion in the inverse square of the interaction
`U`, for `U ≠ 0`. -/
def seriesTerm (a : ℕ → ℝ) (U : ℝ) (n : ℕ) : ℝ := a n / U ^ (2 * n)

/-- For `C ≠ 0` and `R > 0`, from first order on, the ratio of successive power-law coefficients is
`R (1 + 1/n)^(-τ)`. -/
theorem coeff_ratio {C R : ℝ} (τ : ℝ) (hC : C ≠ 0) (hR : 0 < R) {n : ℕ} (hn : 0 < n) :
    coeff C R τ (n + 1) / coeff C R τ n = R * (1 + 1 / (n : ℝ)) ^ (-τ) := by
  have hn' : (0 : ℝ) < n := Nat.cast_pos.mpr hn
  have hsplit : ((n + 1 : ℕ) : ℝ) = n * (1 + 1 / (n : ℝ)) := by
    push_cast
    field_simp
  have hx := (Real.rpow_pos_of_pos hn' (-τ)).ne'
  have hRn : R ^ n ≠ 0 := pow_ne_zero n hR.ne'
  simp only [coeff]
  rw [hsplit, Real.mul_rpow hn'.le (by positivity), pow_succ]
  generalize (n : ℝ) ^ (-τ) = x at hx ⊢
  generalize (1 + 1 / (n : ℝ)) ^ (-τ) = y
  field_simp

/-- For `C ≠ 0` and `R > 0`, the ratio of successive power-law coefficients tends to `R`. -/
theorem tendsto_coeff_ratio {C R : ℝ} (τ : ℝ) (hC : C ≠ 0) (hR : 0 < R) :
    Tendsto (fun n : ℕ => coeff C R τ (n + 1) / coeff C R τ n) atTop (𝓝 R) := by
  have h0 : Tendsto (fun n : ℕ => 1 / (n : ℝ)) atTop (𝓝 0) :=
    tendsto_one_div_atTop_nhds_zero_nat
  have h1 := ((h0.const_add 1).rpow_const (p := -τ) (Or.inl (by norm_num))).const_mul R
  rw [add_zero, Real.one_rpow, mul_one] at h1
  refine h1.congr' ?_
  filter_upwards [eventually_gt_atTop 0] with n hn
  exact (coeff_ratio τ hC hR hn).symm

/-- For power-law coefficients `a_n` with `C ≠ 0` and `R > 0`, the estimator `n (1 - a_(n+1) / (R
a_n))` tends to the exponent `τ`. -/
theorem tendsto_exponent {C R : ℝ} (τ : ℝ) (hC : C ≠ 0) (hR : 0 < R) :
    Tendsto (fun n : ℕ => (n : ℝ) * (1 - coeff C R τ (n + 1) / (R * coeff C R τ n)))
      atTop (𝓝 τ) := by
  have h0 : Tendsto (fun n : ℕ => 1 / (n : ℝ)) atTop (𝓝 0) :=
    tendsto_one_div_atTop_nhds_zero_nat
  have hw : Tendsto (fun n : ℕ => 1 / (n : ℝ)) atTop (𝓝[≠] 0) := by
    refine tendsto_nhdsWithin_iff.mpr ⟨h0, ?_⟩
    filter_upwards [eventually_gt_atTop 0] with n hn
    have hn' : (0 : ℝ) < n := Nat.cast_pos.mpr hn
    exact (one_div_pos.mpr hn').ne'
  -- the estimator is minus a difference quotient of x^(-τ) at x = 1
  have hd : HasDerivAt (fun x : ℝ => x ^ (-τ)) (-τ) 1 :=
    (Real.hasDerivAt_rpow_const (x := 1) (p := -τ) (Or.inl one_ne_zero)).congr_deriv (by simp)
  have hs := (hd.tendsto_slope_zero.comp hw).neg
  rw [neg_neg] at hs
  refine hs.congr' ?_
  filter_upwards [eventually_gt_atTop 0] with n hn
  have e : coeff C R τ (n + 1) / (R * coeff C R τ n) = (1 + 1 / (n : ℝ)) ^ (-τ) := by
    rw [mul_comm R, ← div_div, coeff_ratio τ hC hR hn, mul_div_cancel_left₀ _ hR.ne']
  rw [e]
  simp only [Function.comp_apply, smul_eq_mul, Real.one_rpow, one_div, inv_inv]
  ring

/-- If the coefficient ratios tend to `R > 0`, the absolute ratio of successive terms of the
expansion at interaction `U > 0` tends to `R / U^2`. -/
theorem tendsto_term_ratio {a : ℕ → ℝ} {R U : ℝ} (hR : 0 < R) (hU : 0 < U)
    (h : Tendsto (fun n => a (n + 1) / a n) atTop (𝓝 R)) :
    Tendsto (fun n => ‖seriesTerm a U (n + 1)‖ / ‖seriesTerm a U n‖) atTop
      (𝓝 (R / U ^ 2)) := by
  have h1 := (h.div_const (U ^ 2)).abs
  rw [abs_of_pos (by positivity : 0 < R / U ^ 2)] at h1
  refine h1.congr ?_
  intro n
  rw [← norm_div, Real.norm_eq_abs]
  congr 1
  have hp : U ^ (2 * n) ≠ 0 := pow_ne_zero _ hU.ne'
  simp only [seriesTerm]
  rw [show 2 * (n + 1) = 2 * n + 2 by ring, pow_add]
  generalize U ^ (2 * n) = x at hp ⊢
  by_cases ha : a n = 0
  · simp [ha]
  · field_simp

/-- An expansion whose coefficient ratios tend to `R > 0` converges for `U^2 > R` and diverges
for `U^2 < R`. -/
theorem convergence_of_ratio {a : ℕ → ℝ} {R U : ℝ} (hR : 0 < R) (hU : 0 < U)
    (h : Tendsto (fun n => a (n + 1) / a n) atTop (𝓝 R)) :
    (R < U ^ 2 → Summable (seriesTerm a U)) ∧ (U ^ 2 < R → ¬ Summable (seriesTerm a U)) := by
  have hU2 : 0 < U ^ 2 := by positivity
  have ht := tendsto_term_ratio hR hU h
  constructor
  · intro hlt
    refine summable_of_ratio_test_tendsto_lt_one ((div_lt_one hU2).2 hlt) ?_ ht
    -- a nonzero limiting ratio forces nonzero coefficients at high order
    filter_upwards [h.eventually_ne hR.ne'] with n hn h0
    unfold seriesTerm at h0
    rcases div_eq_zero_iff.1 h0 with h2 | h2
    · exact hn (by rw [h2, div_zero])
    · exact pow_ne_zero _ hU.ne' h2
  · intro hlt
    exact not_summable_of_ratio_test_tendsto_gt_one ((one_lt_div hU2).2 hlt) ht

/-- If the coefficient ratios tend to `R > 0`, the infimum of the positive interactions at which
the expansion converges is `√R`. -/
theorem threshold_of_ratio {a : ℕ → ℝ} {R : ℝ} (hR : 0 < R)
    (h : Tendsto (fun n => a (n + 1) / a n) atTop (𝓝 R)) :
    IsGLB {U : ℝ | 0 < U ∧ Summable (seriesTerm a U)} (√R) := by
  constructor
  · rintro U ⟨hU, hs⟩
    by_contra hlt
    exact (convergence_of_ratio hR hU h).2 ((Real.lt_sqrt hU.le).1 (not_le.1 hlt)) hs
  · intro b hb
    by_contra hlt
    have hlt' : √R < b := not_le.1 hlt
    have h0 : 0 < √R := Real.sqrt_pos.2 hR
    -- the midpoint between √R and b is a point of convergence below b
    have hm : 0 < (√R + b) / 2 := by linarith
    have hm2 : R < ((√R + b) / 2) ^ 2 := (Real.sqrt_lt' hm).1 (by linarith)
    have hbm : b ≤ (√R + b) / 2 := hb ⟨hm, (convergence_of_ratio hR hm h).1 hm2⟩
    linarith

/-- For `C ≠ 0` and `R > 0`, the power-law expansion at `U^2 = R` converges if and only if `τ > 1`.
-/
theorem summable_at_threshold {C R U : ℝ} (τ : ℝ) (hC : C ≠ 0) (hR : 0 < R)
    (hU : U ^ 2 = R) : Summable (seriesTerm (coeff C R τ) U) ↔ 1 < τ := by
  have e : seriesTerm (coeff C R τ) U = fun n : ℕ => C * (n : ℝ) ^ (-τ) := by
    funext n
    have hRn : R ^ n ≠ 0 := pow_ne_zero n hR.ne'
    simp only [seriesTerm, coeff]
    rw [pow_mul, hU]
    generalize (n : ℝ) ^ (-τ) = x
    field_simp
  rw [e, summable_mul_left_iff hC, Real.summable_nat_rpow]
  constructor <;> intro h <;> linarith

/-- For power-law coefficients with `C ≠ 0` and `R > 0`, the ratios give `R` and the estimator gives
`τ`; for `U > 0` the expansion converges exactly for `U^2 > R`, or `U^2 = R` with `τ > 1`, and its
threshold is `√R`. -/
theorem power_law_threshold {C R : ℝ} (τ : ℝ) (hC : C ≠ 0) (hR : 0 < R) :
    Tendsto (fun n : ℕ => coeff C R τ (n + 1) / coeff C R τ n) atTop (𝓝 R) ∧
    Tendsto (fun n : ℕ => (n : ℝ) * (1 - coeff C R τ (n + 1) / (R * coeff C R τ n)))
      atTop (𝓝 τ) ∧
    (∀ U : ℝ, 0 < U →
      (Summable (seriesTerm (coeff C R τ) U) ↔ R < U ^ 2 ∨ (U ^ 2 = R ∧ 1 < τ))) ∧
    IsGLB {U : ℝ | 0 < U ∧ Summable (seriesTerm (coeff C R τ) U)} (√R) := by
  have hr := tendsto_coeff_ratio τ hC hR
  refine ⟨hr, tendsto_exponent τ hC hR, ?_, threshold_of_ratio hR hr⟩
  intro U hU
  have hc := convergence_of_ratio hR hU hr
  constructor
  · intro hs
    rcases lt_trichotomy (U ^ 2) R with h | h | h
    · exact absurd hs (hc.2 h)
    · exact Or.inr ⟨h, (summable_at_threshold τ hC hR h).1 hs⟩
    · exact Or.inl h
  · rintro (h | ⟨h, hτ⟩)
    · exact hc.1 h
    · exact (summable_at_threshold τ hC hR h).2 hτ

end

end MottSeriesThreshold
```

```lean
#print axioms MottSeriesThreshold.convergence_of_ratio
-- 'MottSeriesThreshold.convergence_of_ratio' depends on axioms: [propext, Classical.choice, Quot.sound]
#print axioms MottSeriesThreshold.power_law_threshold
-- 'MottSeriesThreshold.power_law_threshold' depends on axioms: [propext, Classical.choice, Quot.sound]
```

## From coefficient ratios to the threshold

`coeff_ratio` is the exact ratio formula. It writes n + 1 as n(1 + 1/n), splits the real power with `Real.mul_rpow`, and cancels the common factors. `tendsto_coeff_ratio` then builds the limit from 1/n → 0: add 1, raise to the power −τ, multiply by R. The formula is proved only from n = 1 on, so `congr'` transfers the limit between sequences that agree eventually.

`tendsto_exponent` follows the derivative argument. The statement `hd` says that x^(−τ) has derivative −τ at x = 1, and `hw` says that 1/n approaches 0 without being equal to it. Composing the two through `tendsto_slope_zero` gives the limit of the difference quotient, and `neg` supplies the minus sign. The remaining lines identify this expression with the estimator.

`tendsto_term_ratio` divides the coefficient ratio by U² and takes absolute values. `convergence_of_ratio` applies the ratio test on each side of the threshold.

`threshold_of_ratio` proves the two halves of the infimum. In the first, a point of convergence below √R would contradict the divergence result. In the second, `hm2` shows that the midpoint lies in the convergent region, and `hbm` is the resulting inequality b ≤ m, which `linarith` refutes.

`summable_at_threshold` rewrites the terms as C n^(−τ), removes the nonzero constant, and applies Mathlib's criterion `Real.summable_nat_rpow`. That criterion asks for −τ < −1, which is τ > 1. Finally, `power_law_threshold` collects the results and uses `lt_trichotomy` to separate U² < R, U² = R and U² > R.

## The ratio test in Mathlib

The threshold turns on a pair of lemmas, `summable_of_ratio_test_tendsto_lt_one` and `not_summable_of_ratio_test_tendsto_gt_one`. Both take the limit of ‖t_(n+1)‖/‖t_n‖, which `tendsto_term_ratio` provides, and compare it with 1. The inequalities R < U² and U² < R become the required comparisons for R/U² through `div_lt_one` and `one_lt_div`.

The two lemmas are not symmetric: the convergence test also requires the terms to be nonzero from some order on. The reason is that Lean sets x/0 = 0, so the sequence 0, 1, 0, 1, … has all its ratios equal to zero and yet is not summable. In `convergence_of_ratio` the requirement follows from R > 0: the coefficient ratios are eventually nonzero, whereas a vanishing a_n would make the ratio at that order zero. This is why the general theorem needs no separate assumption that the coefficients are nonzero.
